# A linear coupling shifts every level of a harmonic oscillator by the same amount

An electron sitting on a lattice site pushes on a local vibration with a constant force; which energies does the vibration then have? For frequency $w\neq 0$ and a coupling $wg\,(b^\dagger+b)$ with dimensionless $g$, with $\hbar=1$ and the zero-point energy left out, the nonzero smooth real eigenfunctions in the Bargmann picture belong to exactly the energies $wm-wg^2$, $m=0,1,2,\dots$, with one eigenfunction per level up to a factor.

In Lean 4 with Mathlib:

```lean
import Mathlib

open scoped ContDiff

namespace DisplacedOscillator

noncomputable section

/-- The creation operator in the Bargmann picture: multiplication by the coordinate. -/
def create (f : ℝ → ℝ) : ℝ → ℝ := fun x => x * f x

/-- The annihilation operator in the Bargmann picture: differentiation. -/
def annihilate (f : ℝ → ℝ) : ℝ → ℝ := deriv f

/-- The oscillator of frequency `w` with a linear coupling of dimensionless strength `g`:
`w b†b + w g (b† + b)`. -/
def hamiltonian (w g : ℝ) (f : ℝ → ℝ) : ℝ → ℝ :=
  w • create (annihilate f) + (w * g) • (create f + annihilate f)

/-- The displaced number state `(x + g)^m exp(-g x)`, not normalised. -/
def state (g : ℝ) (m : ℕ) : ℝ → ℝ := fun x => (x + g) ^ m * Real.exp (-g * x)

/-- On differentiable functions the two operators obey the canonical commutation
relation `b b† - b† b = 1`. -/
theorem commutator {f : ℝ → ℝ} (hf : Differentiable ℝ f) :
    annihilate (create f) - create (annihilate f) = f := by
  funext x
  have h : HasDerivAt (fun y => y * f y) (1 * f x + x * deriv f x) x :=
    (hasDerivAt_id' x).fun_mul (hf x).hasDerivAt
  change deriv (fun y => y * f y) x - x * deriv f x = f x
  rw [h.deriv]
  ring

/-- Completing the square: the Hamiltonian is `w (b† + g)(b + g) - w g²`. -/
theorem complete_square (w g : ℝ) (f : ℝ → ℝ) (x : ℝ) :
    hamiltonian w g f x
      = w * ((x + g) * (deriv f x + g * f x)) - w * g ^ 2 * f x := by
  change w * (x * deriv f x) + w * g * (x * f x + deriv f x) = _
  ring

/-- The displaced number operator `(b† + g)(b + g)` has the value `m` on the
`m`-th displaced number state. -/
theorem displaced_number (g : ℝ) (m : ℕ) (x : ℝ) :
    (x + g) * (deriv (state g m) x + g * state g m x) = m * state g m x := by
  have hE : HasDerivAt (fun y => Real.exp (-g * y)) (Real.exp (-g * x) * (-g * 1)) x :=
    ((hasDerivAt_id' x).const_mul (-g)).exp
  have hP : HasDerivAt (fun y => (y + g) ^ m) (m * (x + g) ^ (m - 1) * 1) x :=
    ((hasDerivAt_id' x).add_const g).fun_pow m
  have h : deriv (state g m) x = _ := (hP.fun_mul hE).deriv
  rw [h]
  simp only [state]
  cases m with
  | zero =>
    simp only [Nat.cast_zero, pow_zero]
    ring
  | succ n =>
    simp only [Nat.add_sub_cancel]
    push_cast
    ring

/-- Each displaced number state is an eigenfunction of the Hamiltonian with
eigenvalue `w m - w g²`. -/
theorem hamiltonian_state (w g : ℝ) (m : ℕ) :
    hamiltonian w g (state g m) = (w * m - w * g ^ 2) • state g m := by
  funext x
  rw [complete_square, displaced_number]
  simp only [Pi.smul_apply, smul_eq_mul]
  ring

/-- The displaced number states are smooth. -/
theorem state_smooth (g : ℝ) (m : ℕ) : ContDiff ℝ ∞ (state g m) := by
  have h1 : ContDiff ℝ ∞ (fun x : ℝ => x + g) := contDiff_id.add contDiff_const
  have h2 : ContDiff ℝ ∞ (fun x : ℝ => -g * x) := contDiff_const.mul contDiff_id
  exact (h1.pow m).mul h2.exp

/-- The displaced number states are linearly independent. -/
theorem state_linearIndependent (g : ℝ) : LinearIndependent ℝ (state g) := by
  rw [linearIndependent_iff']
  intro s c hc i hi
  -- without the exponential, a vanishing combination is a vanishing polynomial
  have hp : ∑ j ∈ s, Polynomial.monomial j (c j) = 0 := by
    apply Polynomial.funext
    intro y
    have h := congrFun hc (y - g)
    simp only [Finset.sum_apply, Pi.smul_apply, smul_eq_mul, state, sub_add_cancel,
      Pi.zero_apply, ← mul_assoc, ← Finset.sum_mul] at h
    rw [Polynomial.eval_finsetSum]
    simp only [Polynomial.eval_monomial, Polynomial.eval_zero]
    exact (mul_eq_zero.mp h).resolve_right (Real.exp_ne_zero _)
  have h := congrArg (fun p => Polynomial.coeff p i) hp
  simpa [Polynomial.finsetSum_coeff, Polynomial.coeff_monomial, hi] using h

/-- A differentiable solution of `y h' = ν h` on the whole line with `ν < 0` vanishes. -/
theorem euler_negative {ν : ℝ} (hν : ν < 0) {h : ℝ → ℝ} (hd : Differentiable ℝ h)
    (he : ∀ y, y * deriv h y = ν * h y) (y : ℝ) : h y = 0 := by
  have h0 : h 0 = 0 := by
    have e := he 0
    rw [zero_mul] at e
    exact (mul_eq_zero.mp e.symm).resolve_left hν.ne
  have hD : ∀ t : ℝ, HasDerivAt (fun t => h (t * y) ^ 2)
      (2 * h (t * y) * (deriv h (t * y) * y)) t := by
    intro t
    have h1 : HasDerivAt (fun t => t * y) y t := by
      simpa using (hasDerivAt_id' t).mul_const y
    have h2 : HasDerivAt (fun t => h (t * y)) (deriv h (t * y) * y) t :=
      HasDerivAt.comp t (hd (t * y)).hasDerivAt h1
    exact (h2.fun_pow 2).congr_deriv (by norm_num)
  -- the square of h does not grow along the segment from the origin to y
  have hanti : AntitoneOn (fun t => h (t * y) ^ 2) (Set.Icc (0 : ℝ) 1) := by
    apply antitoneOn_of_deriv_nonpos (convex_Icc 0 1)
    · exact fun t _ => (hD t).continuousAt.continuousWithinAt
    · exact fun t _ => (hD t).differentiableAt.differentiableWithinAt
    · intro t ht
      rw [interior_Icc] at ht
      rw [(hD t).deriv]
      have e : t * (2 * h (t * y) * (deriv h (t * y) * y)) = 2 * (ν * h (t * y) ^ 2) := by
        linear_combination 2 * h (t * y) * he (t * y)
      have hn := mul_nonneg (neg_nonneg.2 hν.le) (sq_nonneg (h (t * y)))
      by_contra hc
      have hp := mul_pos ht.1 (not_le.mp hc)
      linarith
  have hle := hanti (Set.left_mem_Icc.2 zero_le_one) (Set.right_mem_Icc.2 zero_le_one)
    zero_le_one
  simp only [zero_mul, one_mul, h0] at hle
  exact (pow_eq_zero_iff two_ne_zero).1 (le_antisymm (by linarith) (sq_nonneg _))

/-- A smooth solution of `y h' = ν h` on the whole line is a monomial `c y^m`,
and `ν = m` unless `c = 0`. -/
theorem euler_smooth {ν : ℝ} {h : ℝ → ℝ} (hs : ContDiff ℝ ∞ h)
    (he : ∀ y, y * deriv h y = ν * h y) :
    ∃ (m : ℕ) (c : ℝ), (c = 0 ∨ ν = m) ∧ ∀ y, h y = c * y ^ m := by
  have key : ∀ (k : ℕ) (ν : ℝ) (h : ℝ → ℝ), ν < k → ContDiff ℝ ∞ h →
      (∀ y, y * deriv h y = ν * h y) →
      ∃ (m : ℕ) (c : ℝ), (c = 0 ∨ ν = m) ∧ ∀ y, h y = c * y ^ m := by
    intro k
    induction k with
    | zero =>
      intro ν h hk hs he
      have hd := (contDiff_infty_iff_deriv.1 hs).1
      exact ⟨0, 0, Or.inl rfl, fun y => by
        rw [euler_negative (by simpa using hk) hd he y, zero_mul]⟩
    | succ k ih =>
      intro ν h hk hs he
      obtain ⟨hd, hs'⟩ := contDiff_infty_iff_deriv.1 hs
      have hd' := (contDiff_infty_iff_deriv.1 hs').1
      -- the derivative solves the same equation with ν lowered by one
      have he' : ∀ y, y * deriv (deriv h) y = (ν - 1) * deriv h y := by
        intro y
        have h1 : HasDerivAt (fun y => y * deriv h y)
            (1 * deriv h y + y * deriv (deriv h) y) y :=
          (hasDerivAt_id' y).fun_mul (hd' y).hasDerivAt
        have h2 : HasDerivAt (fun y => ν * h y) (ν * deriv h y) y :=
          (hd y).hasDerivAt.const_mul ν
        have hfun : (fun y => y * deriv h y) = fun y => ν * h y := funext he
        rw [hfun] at h1
        linear_combination h1.unique h2
      obtain ⟨m, c, hc, hm⟩ := ih (ν - 1) (deriv h) (by push_cast at hk; linarith) hs' he'
      by_cases hν : ν = 0
      · have hc0 : c = 0 := hc.resolve_right (by
          intro e
          have hm0 : (0 : ℝ) ≤ m := Nat.cast_nonneg m
          linarith)
        refine ⟨0, h 0, Or.inr (by simpa using hν), fun y => ?_⟩
        rw [pow_zero, mul_one]
        exact is_const_of_deriv_eq_zero hd (fun z => by rw [hm z, hc0, zero_mul]) y 0
      · refine ⟨m + 1, c / ν, ?_, fun y => ?_⟩
        · rcases hc with hc | hc
          · left
            rw [hc, zero_div]
          · right
            push_cast
            linarith
        · have e := he y
          rw [hm y] at e
          have hcν : ν * (c / ν) = c := by field_simp
          apply mul_left_cancel₀ hν
          linear_combination -e - y ^ (m + 1) * hcν
  obtain ⟨k, hk⟩ := exists_nat_gt ν
  exact key k ν h hk hs he

/-- For `w ≠ 0`, a nonzero smooth function is an eigenfunction with eigenvalue `E` exactly
when, for some `m`, it is a multiple of the `m`-th displaced number state and
`E = w m - w g²`. -/
theorem eigenfunction_iff {w : ℝ} (hw : w ≠ 0) (g E : ℝ) {f : ℝ → ℝ}
    (hf : ContDiff ℝ ∞ f) (hne : f ≠ 0) :
    hamiltonian w g f = E • f ↔
      ∃ (m : ℕ) (c : ℝ), E = w * m - w * g ^ 2 ∧ f = c • state g m := by
  constructor
  · intro hE
    have hd := (contDiff_infty_iff_deriv.1 hf).1
    have hEw : w * (E / w) = E := by field_simp
    -- shift the coordinate and strip the exponential
    have hs : ContDiff ℝ ∞ (fun y => f (y - g) * Real.exp (g * (y - g))) := by
      have h1 : ContDiff ℝ ∞ (fun y : ℝ => y - g) := contDiff_id.sub contDiff_const
      exact (hf.comp h1).mul (contDiff_const.mul h1).exp
    have he : ∀ y, y * deriv (fun y => f (y - g) * Real.exp (g * (y - g))) y
        = (E / w + g ^ 2) * (f (y - g) * Real.exp (g * (y - g))) := by
      intro y
      have h1 : HasDerivAt (fun z => z - g) 1 y := (hasDerivAt_id' y).sub_const g
      have h2 : HasDerivAt (fun z => f (z - g)) (deriv f (y - g) * 1) y :=
        HasDerivAt.comp y (hd (y - g)).hasDerivAt h1
      rw [(h2.fun_mul (h1.const_mul g).exp).deriv]
      have e := congrFun hE (y - g)
      rw [complete_square, Pi.smul_apply, smul_eq_mul, sub_add_cancel] at e
      apply mul_left_cancel₀ hw
      linear_combination Real.exp (g * (y - g)) * e
        - f (y - g) * Real.exp (g * (y - g)) * hEw
    obtain ⟨m, c, hc, hm⟩ := euler_smooth hs he
    have hfc : f = c • state g m := by
      funext x
      have e := hm (x + g)
      simp only [add_sub_cancel_right] at e
      have hX : Real.exp (g * x) * Real.exp (-g * x) = 1 := by
        rw [← Real.exp_add]
        simp
      change f x = c * ((x + g) ^ m * Real.exp (-g * x))
      linear_combination Real.exp (-g * x) * e - f x * hX
    refine ⟨m, c, ?_, hfc⟩
    rcases hc with hc | hc
    · exact absurd (by rw [hfc, hc, zero_smul]) hne
    · linear_combination w * hc - hEw
  · rintro ⟨m, c, rfl, rfl⟩
    funext x
    have d := ((contDiff_infty_iff_deriv.1 (state_smooth g m)).1 x).hasDerivAt
    have hD : deriv (c • state g m) x = c * deriv (state g m) x := (d.const_mul c).deriv
    rw [complete_square, hD]
    simp only [Pi.smul_apply, smul_eq_mul]
    linear_combination w * c * displaced_number g m x

end

end DisplacedOscillator
```

```lean
#print axioms DisplacedOscillator.commutator
#print axioms DisplacedOscillator.hamiltonian_state
#print axioms DisplacedOscillator.state_linearIndependent
#print axioms DisplacedOscillator.eigenfunction_iff
```

```
'DisplacedOscillator.commutator' depends on axioms: [propext, Classical.choice, Quot.sound]
'DisplacedOscillator.hamiltonian_state' depends on axioms: [propext, Classical.choice, Quot.sound]
'DisplacedOscillator.state_linearIndependent' depends on axioms: [propext, Classical.choice, Quot.sound]
'DisplacedOscillator.eigenfunction_iff' depends on axioms: [propext, Classical.choice, Quot.sound]
```

## The operator and its levels

The Hamiltonian is $H=w\,b^\dagger b+wg\,(b^\dagger+b)$, without the zero-point energy and the electron's site energy. In the Bargmann picture $b^\dagger$ multiplies by $x$ (`create`) and $b$ differentiates (`annihilate`), so `hamiltonian w g f` is
$$Hf=w\,xf'+wg\,(xf+f').$$
The variable $x$ is not the position of the oscillator. The coupling energy is $wg$; many texts call that energy itself $g$.

`state g m` is $\psi_m(x)=(x+g)^m e^{-gx}$. It is unnormalised; in the usual Bargmann norm the unit vector is $e^{-g^2/2}\psi_m/\sqrt{m!}$.

For all real $w$ and $g$, `hamiltonian_state` gives $H\psi_m=(wm-wg^2)\psi_m$. The $\psi_m$ are smooth (`state_smooth`) and linearly independent (`state_linearIndependent`). For $w\neq0$, `eigenfunction_iff` takes a smooth $f$ that is not identically zero and says that $Hf=Ef$ holds exactly when $f=c\,\psi_m$ and $E=wm-wg^2$ for some $m$ and $c$. At $w=0$ the operator vanishes and every function has eigenvalue $0$.

The functions here are real and live on the real line, with no inner product. The step left to the reader is the passage to the Bargmann Hilbert space of entire functions, where $b^\dagger$ is the adjoint of $b$.

For one electron on one site, without hopping and with one harmonic mode, these are, up to the constants left out above, the levels that a diagonalisation in a truncated phonon basis should approach as the basis grows. The size $wg^2$ of the common shift is the polaron binding energy of this one-site model.

## Completing the square

The product rule gives $(xf)'-xf'=f$, the canonical commutator (`commutator`). Expanding the product below confirms `complete_square`:
$$Hf=w(x+g)(f'+gf)-wg^2f.$$
Differentiating the state gives
$$\psi_m'+g\psi_m=m(x+g)^{m-1}e^{-gx},$$
where the right side is zero for $m=0$. Multiplying by $x+g$ yields $m\psi_m$. This is `displaced_number`, which treats $m=0$ separately because of the exponent $m-1$. Inserting it into the square gives the eigenvalue.

For independence, suppose a finite sum $\sum_j c_j\psi_j$ vanishes. At $x=y-g$ it reads $e^{-g(y-g)}\sum_j c_jy^j=0$. The exponential is never zero, so the polynomial vanishes for all $y$ and every $c_j$ is zero.

In the smallest case, $m=0$, the state is $e^{-gx}$. It satisfies $b\psi_0=-g\psi_0$, so it is a coherent state, with energy $-wg^2$.

## Why there are no other smooth eigenfunctions

Let $Hf=Ef$ and set $h(y)=f(y-g)\,e^{g(y-g)}$. Then $h'(y)=(f'+gf)(y-g)\,e^{g(y-g)}$, and the completed square turns the eigenvalue equation into Euler's equation
$$y\,h'=\nu h,\qquad \nu=E/w+g^2.$$

**Negative $\nu$** (`euler_negative`). At $y=0$ the equation forces $h(0)=0$. For $0<t<1$,
$$\frac{d}{dt}h(ty)^2=2h(ty)\,y\,h'(ty)=\frac{2\nu}{t}h(ty)^2\le 0.$$
So $h^2$ does not grow from the origin to $y$, and $h(y)=0$.

**General $\nu$** (`euler_smooth`). Differentiating Euler's equation gives $y\,h''=(\nu-1)h'$, so $h'$ solves the same equation with $\nu$ lowered by one. The proof is an induction on a natural number $k>\nu$, with the negative case as its base. The induction hypothesis gives $h'=cy^m$, with $c=0$ or $\nu-1=m$.

- If $\nu\neq0$, then $h=yh'/\nu=(c/\nu)\,y^{m+1}$.
- If $\nu=0$, then $\nu-1=-1$ is not a natural number, so $c=0$ and $h$ is constant.

Hence $h=cy^m$ for some new $m$ and $c$, with $\nu=m$ unless $c=0$. Undoing the substitution gives $f=c\,\psi_m$. Since $f\neq0$, also $c\neq0$, so $\nu=m$ and $E=wm-wg^2$.

Smoothness is what selects integers: for non-integer $\nu>1$ the function $|y|^\nu$ is differentiable and also solves Euler's equation, and for large $\nu$ it has as many continuous derivatives as one likes, but never all of them at the origin.
